# With only point-defect and boundary scattering, classical Debye thermal conductivity grows as the quarter power of size in large samples

For $A,W,b>0$, let

$$K(b)=\int_0^W\frac{w^2}{b+Aw^4}\,dw .$$

Then

$$\frac{\pi}{2\sqrt2\,A^{3/4}}-\frac{b^{1/4}}{AW}\;\le\; b^{1/4}K(b)\;\le\;\frac{\pi}{2\sqrt2\,A^{3/4}},$$

so $b^{1/4}K(b)\to\pi/(2\sqrt2\,A^{3/4})$ as $b\to0^+$. At fixed sound speed, $K(b)$ is proportional to the lattice thermal conductivity of a classical Debye model. Here $w$ is the phonon angular frequency, $W$ the cutoff, $b$ a constant boundary rate and $Aw^4$ the Rayleigh rate from point defects such as isotopes.

## Size extrapolation and the low-frequency grid

In a classical, isotropic Debye model with these two scattering channels, a code that extrapolates thermal conductivity to infinite sample size has no finite value to find. The integrand peaks at the crossover frequency $w_c=(b/A)^{1/4}$, which moves to zero as the sample grows. A quadrature rule with fixed nodes and weights misses the divergence: at each node $w_i>0$ the integrand tends to the finite value $1/(Aw_i^2)$, and a node at zero contributes nothing. One remedy is to refine the grid as the sample grows, so that it keeps resolving $w_c$. The closed form below supplies reference values at finite $b$.

## From the crossover frequency to the quarter power

Put $a=A^{1/4}$, $\beta=b^{1/4}$ and $w=\beta x/a$. Then

$$K(b)=\frac{P(X)}{\beta a^3},\qquad X=\frac{aW}{\beta},\qquad P(X)=\int_0^X\frac{x^2}{1+x^4}\,dx .$$

With $q_\pm=x^2\pm\sqrt2\,x+1$, the primitive is

$$P(x)=\frac{\ln q_--\ln q_+}{4\sqrt2}+\frac{\arctan(\sqrt2x+1)+\arctan(\sqrt2x-1)}{2\sqrt2}.$$

To check it, use $q_-q_+=1+x^4$ and $1+(\sqrt2x\pm1)^2=2q_\pm$. Over this common denominator, the logarithms contribute $(x^2-1)/2$ to the numerator of $P'$ and the arctangents $(x^2+1)/2$, which sum to $x^2$. Also $P(0)=0$.

As $x\to\infty$, $q_-/q_+\to1$ and the arctangents sum to $\pi$, so $P\to\pi/(2\sqrt2)$. The missing tail satisfies

$$0\le\frac{\pi}{2\sqrt2}-P(X)=\int_X^\infty\frac{x^2}{1+x^4}\,dx\le\int_X^\infty\frac{dx}{x^2}=\frac1X .$$

Dividing by $a^3$ gives the stated bounds, since $1/(Xa^3)=b^{1/4}/(AW)$. The limit follows by squeezing.

For three branches of sound speed $v$, each with density of states $w^2/(2\pi^2v^3)$ and heat capacity $k_B$ per mode, kinetic theory gives the thermal conductivity $\kappa(L)=k_B K(v/L)/(2\pi^2v)$. The boundary rate $v/L$ is the inverse time to cross a sample of size $L$. Hence

$$\frac{\kappa(L)}{L^{1/4}}\to\frac{k_B}{2\pi^2v}\,\frac1{v^{1/4}}\,\frac{\pi}{2\sqrt2A^{3/4}}=\frac{k_B}{4\sqrt2\,\pi A^{3/4}v^{5/4}},$$

and $\kappa(L)\to\infty$ when $k_B>0$.

## The integral and its primitive in Lean

`transportIntegral A W b` is $K(b)$, `reducedIntegral` is the explicit $P$, and `conductivity` is $\kappa$. All parameters are real numbers, with positivity supplied as hypotheses. The filter `𝓝[>] 0` means $b\to0^+$; `atTop` means growth to infinity.

`hasDerivAt_reducedIntegral` verifies the primitive, with the partial fractions in `key`. `tendsto_reducedIntegral` uses the invariance of the difference of logarithms under $x\to1/x$: its limit at infinity is its value at zero, which is 0. `reducedIntegral_bounds` replaces the tail integral by monotonicity: $P$ increases and $P+1/x$ decreases for $x>0$.

`transportIntegral_eq` differentiates the scaled primitive and applies the fundamental theorem of calculus. `scaled_transportIntegral_bounds` restores $A$ and $b$ from their fourth roots, and `tendsto_scaled_transportIntegral` squeezes. The last two theorems substitute $b=v/L$ and deduce the divergence.

```lean
import Mathlib

open Filter Topology
open scoped Real

namespace PointDefectBoundaryScattering

noncomputable section

/-- Total phonon scattering rate at frequency `w`: a constant boundary rate `b` plus the
Rayleigh point-defect rate `A w⁴`. -/
def scatteringRate (A b w : ℝ) : ℝ := b + A * w ^ 4

/-- Classical transport integral: `w²` times the phonon lifetime, integrated from zero to the
cutoff `W`, for `A ≥ 0` and `b > 0`. -/
def transportIntegral (A W b : ℝ) : ℝ :=
  ∫ w in (0 : ℝ)..W, w ^ 2 / scatteringRate A b w

/-- Classical Debye conductivity of a sample of size `L > 0` with three branches of common sound
speed `v > 0`, cutoff `W`, point-defect coefficient `A ≥ 0` and boundary rate `v / L`. -/
def conductivity (kB v A W L : ℝ) : ℝ :=
  kB / (2 * π ^ 2 * v) * transportIntegral A W (v / L)

/-- The transport integral in reduced units, as an explicit function of the reduced cutoff. -/
def reducedIntegral (x : ℝ) : ℝ :=
  (Real.log (x ^ 2 - √2 * x + 1) - Real.log (x ^ 2 + √2 * x + 1)) / (4 * √2) +
    (Real.arctan (√2 * x + 1) + Real.arctan (√2 * x - 1)) / (2 * √2)

/-- Both quadratic factors of `1 + y⁴` are positive. -/
lemma factors_pos (y : ℝ) : 0 < y ^ 2 - √2 * y + 1 ∧ 0 < y ^ 2 + √2 * y + 1 := by
  have h : (√2) ^ 2 = 2 := Real.sq_sqrt (by norm_num)
  constructor <;> nlinarith [sq_nonneg (y - √2 / 2), sq_nonneg (y + √2 / 2)]

/-- The reduced integral has the reduced spectral weight `x² / (1 + x⁴)` as its derivative. -/
theorem hasDerivAt_reducedIntegral (x : ℝ) :
    HasDerivAt reducedIntegral (x ^ 2 / (1 + x ^ 4)) x := by
  have hs : (√2) ^ 2 = 2 := Real.sq_sqrt (by norm_num)
  have hs0 : √2 ≠ 0 := by positivity
  obtain ⟨hp, hq⟩ := factors_pos x
  have lin : HasDerivAt (fun y : ℝ => √2 * y) (√2) x :=
    ((hasDerivAt_id' x).const_mul (√2)).congr_deriv (mul_one _)
  have sq : HasDerivAt (fun y : ℝ => y ^ 2) (2 * x) x :=
    (hasDerivAt_pow 2 x).congr_deriv (by norm_num)
  have d1 : HasDerivAt (fun y : ℝ => y ^ 2 - √2 * y + 1) (2 * x - √2) x :=
    (sq.fun_sub lin).add_const 1
  have d2 : HasDerivAt (fun y : ℝ => y ^ 2 + √2 * y + 1) (2 * x + √2) x :=
    (sq.fun_add lin).add_const 1
  have d3 : HasDerivAt (fun y : ℝ => √2 * y + 1) (√2) x := lin.add_const 1
  have d4 : HasDerivAt (fun y : ℝ => √2 * y - 1) (√2) x := lin.sub_const 1
  have h := (((d1.log hp.ne').fun_sub (d2.log hq.ne')).div_const (4 * √2)).fun_add
    ((d3.arctan.fun_add d4.arctan).div_const (2 * √2))
  -- partial fractions over the two quadratic factors
  have key : ∀ s p q : ℝ, s ≠ 0 → p ≠ 0 → q ≠ 0 → p = x ^ 2 - s * x + 1 →
      q = x ^ 2 + s * x + 1 →
      ((2 * x - s) / p - (2 * x + s) / q) / (4 * s) +
        (1 / (2 * q) * s + 1 / (2 * p) * s) / (2 * s) = x ^ 2 / (p * q) := by
    intro s p q h0 h1 h2 e1 e2
    field_simp
    rw [e1, e2]
    ring
  refine h.congr_deriv ?_
  rw [show 1 + (√2 * x + 1) ^ 2 = 2 * (x ^ 2 + √2 * x + 1) by linear_combination x ^ 2 * hs,
    show 1 + (√2 * x - 1) ^ 2 = 2 * (x ^ 2 - √2 * x + 1) by linear_combination x ^ 2 * hs,
    show 1 + x ^ 4 = (x ^ 2 - √2 * x + 1) * (x ^ 2 + √2 * x + 1) by
      linear_combination x ^ 2 * hs]
  exact key _ _ _ hs0 hp.ne' hq.ne' rfl rfl

/-- The reduced integral tends to `π / (2√2)` as the reduced cutoff goes to infinity. -/
theorem tendsto_reducedIntegral : Tendsto reducedIntegral atTop (𝓝 (π / (2 * √2))) := by
  have hs : 0 < √2 := by positivity
  have c : Continuous (fun y : ℝ =>
      Real.log (y ^ 2 - √2 * y + 1) - Real.log (y ^ 2 + √2 * y + 1)) :=
    (Continuous.log (by fun_prop) (fun y => (factors_pos y).1.ne')).sub
      (Continuous.log (by fun_prop) (fun y => (factors_pos y).2.ne'))
  -- the logarithmic part is invariant under x → 1/x, so it vanishes at infinity
  have hl : Tendsto (fun x : ℝ =>
      Real.log (x ^ 2 - √2 * x + 1) - Real.log (x ^ 2 + √2 * x + 1)) atTop (𝓝 0) := by
    refine ((c.tendsto' 0 0 (by simp)).comp tendsto_inv_atTop_zero).congr' ?_
    filter_upwards [eventually_gt_atTop 0] with x hx
    have inv : ∀ y : ℝ, x * y = 1 →
        x ^ 2 - √2 * x + 1 = x ^ 2 * (y ^ 2 - √2 * y + 1) ∧
        x ^ 2 + √2 * x + 1 = x ^ 2 * (y ^ 2 + √2 * y + 1) := fun y h =>
      ⟨by linear_combination (√2 * x - x * y - 1) * h,
        by linear_combination (-√2 * x - x * y - 1) * h⟩
    obtain ⟨e1, e2⟩ := inv x⁻¹ (mul_inv_cancel₀ hx.ne')
    have hx2 : x ^ 2 ≠ 0 := by positivity
    rw [e1, e2, Real.log_mul hx2 (factors_pos _).1.ne', Real.log_mul hx2 (factors_pos _).2.ne']
    simp only [Function.comp]
    ring
  have ht : Tendsto Real.arctan atTop (𝓝 (π / 2)) :=
    Real.tendsto_arctan_atTop.mono_right nhdsWithin_le_nhds
  have lin : Tendsto (fun x : ℝ => √2 * x) atTop atTop := tendsto_id.const_mul_atTop hs
  have a1 := ht.comp (tendsto_atTop_add_const_right atTop (1 : ℝ) lin)
  have a2 := ht.comp (tendsto_atTop_add_const_right atTop (-1 : ℝ) lin)
  have e : π / (2 * √2) = 0 / (4 * √2) + (π / 2 + π / 2) / (2 * √2) := by
    rw [zero_div, zero_add, add_halves]
  rw [e]
  exact (hl.div_const _).add ((a1.add a2).div_const _)

/-- At reduced cutoff `X > 0` the reduced integral lies below `π / (2√2)` by at most `1 / X`. -/
theorem reducedIntegral_bounds {X : ℝ} (hX : 0 < X) :
    π / (2 * √2) - 1 / X ≤ reducedIntegral X ∧ reducedIntegral X ≤ π / (2 * √2) := by
  have mono : Monotone reducedIntegral :=
    monotone_of_deriv_nonneg (fun x => (hasDerivAt_reducedIntegral x).differentiableAt)
      (fun x => by rw [(hasDerivAt_reducedIntegral x).deriv]; positivity)
  refine ⟨?_, mono.ge_of_tendsto tendsto_reducedIntegral X⟩
  have hd : ∀ x : ℝ, 0 < x → HasDerivAt (fun x => reducedIntegral x + x⁻¹)
      (x ^ 2 / (1 + x ^ 4) + -(x ^ 2)⁻¹) x := fun x hx =>
    (hasDerivAt_reducedIntegral x).fun_add (hasDerivAt_inv hx.ne')
  -- the weight is below 1/x², so adding 1/x makes the function decrease
  have anti : AntitoneOn (fun x => reducedIntegral x + x⁻¹) (Set.Ioi 0) := by
    refine antitoneOn_of_deriv_nonpos (convex_Ioi 0)
      (fun x hx => (hd x hx).continuousAt.continuousWithinAt)
      (fun x hx => (hd x (interior_subset hx)).differentiableAt.differentiableWithinAt) ?_
    intro x hx
    have hx' : 0 < x := interior_subset hx
    rw [(hd x hx').deriv]
    have : x ^ 2 / (1 + x ^ 4) ≤ (x ^ 2)⁻¹ := by
      rw [← one_div, div_le_div_iff₀ (by positivity) (by positivity)]
      nlinarith
    linarith
  have lim := tendsto_reducedIntegral.add tendsto_inv_atTop_zero
  have h := le_of_tendsto lim ((eventually_ge_atTop X).mono
    (fun c hc => anti hX (lt_of_lt_of_le hX hc) hc))
  rw [one_div]
  simp only [add_zero] at h
  linarith

/-- Closed form of the transport integral for point-defect coefficient `a⁴` and boundary rate
`β⁴`, with `a, β > 0`: the reduced cutoff is `a W / β`. -/
theorem transportIntegral_eq {a β : ℝ} (ha : 0 < a) (hβ : 0 < β) (W : ℝ) :
    transportIntegral (a ^ 4) W (β ^ 4) = reducedIntegral (a * W / β) / (β * a ^ 3) := by
  have hd : ∀ w : ℝ, HasDerivAt (fun w => reducedIntegral (a * w / β) / (β * a ^ 3))
      (w ^ 2 / (β ^ 4 + a ^ 4 * w ^ 4)) w := by
    intro w
    have h1 : HasDerivAt (fun w : ℝ => a * w / β) (a / β) w :=
      (((hasDerivAt_id' w).const_mul a).div_const β).congr_deriv (by rw [mul_one])
    have h2 := ((hasDerivAt_reducedIntegral (a * w / β)).comp w h1).div_const (β * a ^ 3)
    refine h2.congr_deriv ?_
    have e : 1 + (a * w / β) ^ 4 = (β ^ 4 + a ^ 4 * w ^ 4) / β ^ 4 := by field_simp
    have hne : β ^ 4 + a ^ 4 * w ^ 4 ≠ 0 := by positivity
    rw [e]
    field_simp
  have hc : Continuous (fun w : ℝ => w ^ 2 / (β ^ 4 + a ^ 4 * w ^ 4)) :=
    Continuous.div (by fun_prop) (by fun_prop) (fun w => by positivity)
  have h0 : reducedIntegral 0 = 0 := by simp [reducedIntegral, Real.arctan_neg]
  simp only [transportIntegral, scatteringRate]
  rw [intervalIntegral.integral_eq_sub_of_hasDerivAt (fun w _ => hd w)
    (hc.intervalIntegrable 0 W)]
  simp only [mul_zero, zero_div, h0, sub_zero]

/-- For `A, W, b > 0` the scaled transport integral `b^(1/4) K(b)` lies below
`π / (2√2 A^(3/4))` by at most `b^(1/4) / (A W)`. -/
theorem scaled_transportIntegral_bounds {A W b : ℝ} (hA : 0 < A) (hW : 0 < W) (hb : 0 < b) :
    π / (2 * √2 * A ^ (3 / 4 : ℝ)) - b ^ (1 / 4 : ℝ) / (A * W)
        ≤ b ^ (1 / 4 : ℝ) * transportIntegral A W b ∧
      b ^ (1 / 4 : ℝ) * transportIntegral A W b ≤ π / (2 * √2 * A ^ (3 / 4 : ℝ)) := by
  have root : ∀ x : ℝ, 0 < x → (x ^ (1 / 4 : ℝ)) ^ 4 = x := fun x hx => by
    rw [← Real.rpow_natCast, ← Real.rpow_mul hx.le]; norm_num
  have h3 : A ^ (3 / 4 : ℝ) = (A ^ (1 / 4 : ℝ)) ^ 3 := by
    rw [← Real.rpow_natCast, ← Real.rpow_mul hA.le]; norm_num
  have ha : 0 < A ^ (1 / 4 : ℝ) := by positivity
  have hβ : 0 < b ^ (1 / 4 : ℝ) := by positivity
  have hK := transportIntegral_eq ha hβ W
  rw [root A hA, root b hb] at hK
  have e : ∀ a β : ℝ, β / (a ^ 4 * W) = 1 / (a * W / β) / a ^ 3 := fun a β => by
    rw [one_div_div, div_div]
    congr 1
    ring
  have e1 := e (A ^ (1 / 4 : ℝ)) (b ^ (1 / 4 : ℝ))
  rw [root A hA] at e1
  have e2 : ∀ a β P : ℝ, 0 < β → β * (P / (β * a ^ 3)) = P / a ^ 3 := fun a β P h => by
    rw [← mul_div_assoc, mul_div_mul_left _ _ h.ne']
  obtain ⟨l, u⟩ := reducedIntegral_bounds (div_pos (mul_pos ha hW) hβ)
  rw [hK, e2 _ _ _ hβ, e1, h3, ← div_div π, ← sub_div]
  have ha3 : 0 < (A ^ (1 / 4 : ℝ)) ^ 3 := by positivity
  exact ⟨(div_le_div_iff_of_pos_right ha3).2 l, (div_le_div_iff_of_pos_right ha3).2 u⟩

/-- Quarter-power law: for `A, W > 0`, `b^(1/4) K(b)` tends to `π / (2√2 A^(3/4))` as the
boundary rate `b` tends to zero from above. -/
theorem tendsto_scaled_transportIntegral {A W : ℝ} (hA : 0 < A) (hW : 0 < W) :
    Tendsto (fun b : ℝ => b ^ (1 / 4 : ℝ) * transportIntegral A W b) (𝓝[>] 0)
      (𝓝 (π / (2 * √2 * A ^ (3 / 4 : ℝ)))) := by
  have hr : Tendsto (fun b : ℝ => b ^ (1 / 4 : ℝ)) (𝓝[>] 0) (𝓝 0) := by
    have h := (Real.continuousAt_rpow_const 0 (1 / 4 : ℝ) (Or.inr (by norm_num))).tendsto
    rw [Real.zero_rpow (by norm_num)] at h
    exact h.mono_left nhdsWithin_le_nhds
  have hlow := (tendsto_const_nhds (x := π / (2 * √2 * A ^ (3 / 4 : ℝ)))).sub
    (hr.div_const (A * W))
  rw [zero_div, sub_zero] at hlow
  refine tendsto_of_tendsto_of_tendsto_of_le_of_le' hlow tendsto_const_nhds ?_ ?_
  · filter_upwards [self_mem_nhdsWithin] with b hb
    exact (scaled_transportIntegral_bounds hA hW hb).1
  · filter_upwards [self_mem_nhdsWithin] with b hb
    exact (scaled_transportIntegral_bounds hA hW hb).2

/-- For `v, A, W > 0` the classical conductivity divided by `L^(1/4)` tends to
`kB / (4√2 π A^(3/4) v^(5/4))` as the sample size `L` goes to infinity. -/
theorem tendsto_conductivity_div {v A W : ℝ} (kB : ℝ) (hv : 0 < v) (hA : 0 < A) (hW : 0 < W) :
    Tendsto (fun L : ℝ => conductivity kB v A W L / L ^ (1 / 4 : ℝ)) atTop
      (𝓝 (kB / (4 * √2 * π * A ^ (3 / 4 : ℝ) * v ^ (5 / 4 : ℝ)))) := by
  have hb : Tendsto (fun L : ℝ => v / L) atTop (𝓝[>] 0) :=
    tendsto_nhdsWithin_iff.2 ⟨tendsto_const_nhds.div_atTop tendsto_id,
      (eventually_gt_atTop 0).mono (fun L hL => div_pos hv hL)⟩
  have h := ((tendsto_scaled_transportIntegral hA hW).comp hb).const_mul
    (kB / (2 * π ^ 2 * v) / v ^ (1 / 4 : ℝ))
  have hv5 : v ^ (5 / 4 : ℝ) = v * v ^ (1 / 4 : ℝ) := by
    rw [show (5 / 4 : ℝ) = 1 + 1 / 4 by norm_num, Real.rpow_add hv, Real.rpow_one]
  have e : kB / (4 * √2 * π * A ^ (3 / 4 : ℝ) * v ^ (5 / 4 : ℝ)) =
      kB / (2 * π ^ 2 * v) / v ^ (1 / 4 : ℝ) * (π / (2 * √2 * A ^ (3 / 4 : ℝ))) := by
    rw [hv5, div_div, div_mul_div_comm, div_eq_div_iff (by positivity) (by positivity)]
    ring
  rw [e]
  refine h.congr' ?_
  filter_upwards [eventually_gt_atTop 0] with L hL
  simp only [Function.comp, conductivity]
  rw [Real.div_rpow hv.le hL.le]
  generalize transportIntegral A W (v / L) = K
  have h1 : v ^ (1 / 4 : ℝ) ≠ 0 := by positivity
  have h2 : L ^ (1 / 4 : ℝ) ≠ 0 := by positivity
  generalize v ^ (1 / 4 : ℝ) = r at *
  generalize L ^ (1 / 4 : ℝ) = t at *
  field_simp

/-- With point-defect and boundary scattering only, and `kB, v, A, W > 0`, the classical
conductivity grows without bound as the sample size goes to infinity. -/
theorem tendsto_conductivity_atTop {kB v A W : ℝ} (hk : 0 < kB) (hv : 0 < v) (hA : 0 < A)
    (hW : 0 < W) : Tendsto (conductivity kB v A W) atTop atTop := by
  have hpos : 0 < kB / (4 * √2 * π * A ^ (3 / 4 : ℝ) * v ^ (5 / 4 : ℝ)) := by positivity
  refine ((tendsto_conductivity_div kB hv hA hW).pos_mul_atTop hpos
    (tendsto_rpow_atTop (by norm_num : (0 : ℝ) < 1 / 4))).congr' ?_
  filter_upwards [eventually_gt_atTop 0] with L hL
  exact div_mul_cancel₀ _ (Real.rpow_pos_of_pos hL _).ne'

end

end PointDefectBoundaryScattering
```

```lean
#print axioms PointDefectBoundaryScattering.tendsto_conductivity_atTop
```

```
'PointDefectBoundaryScattering.tendsto_conductivity_atTop' depends on axioms: [propext, Classical.choice, Quot.sound]
```

## Exact integral, postulated scattering rates

The theorems guarantee the closed form, the bounds at every $b>0$ and the limits, for exact real numbers. They say nothing about quadrature or rounding error in a code.

The physics enters through definitions: the two rates add, $A$, $v$ and $W$ stay fixed as $L$ grows, and every mode carries the classical heat capacity. Phonon–phonon scattering, dispersion and quantum occupation are absent.

The defect coefficient must be nonzero. At $A=0$, $K(b)=W^3/(3b)$, so $b^{1/4}K(b)=W^3/(3b^{3/4})$ diverges for $W>0$, and the conductivity grows linearly with $L$ instead of as its quarter power.
